# The fourth-order small-G error of the harmonic Debye–Waller factor for a symmetric, finite displacement distribution

An atom displaced by \(u\) from its lattice site contributes to the structure factor with an extra phase \(e^{iGu}\), where \(G\) is the component of the scattering vector along the direction of displacement. Averaging over the displacements damps the contribution by the Debye–Waller factor

\[
F(G)=\sum_x p_x\,e^{iGx},\qquad m_n=\sum_x p_x\,x^n .
\]

Here \(x\) runs over the possible values of \(u\), \(p_x\) is the probability of \(x\), and \(m_n\) is the \(n\)-th moment. \(F\) multiplies the amplitude; many texts give the name to the intensity factor \(|F|^2\).

In a harmonic crystal at thermal equilibrium the displacement is Gaussian with mean zero, and the average is exactly \(e^{-G^2m_2/2}\). This harmonic factor is often used for other distributions too, and the question is on which side it then errs. Let \(u\) take finitely many values, with \(p_{-x}=p_x\). Then

\[
\lim_{G\to0}\frac{\ln|F(G)|+G^2m_2/2}{G^4}=\frac{m_4-3m_2^2}{24}.
\]

For \(m_2>0\) the sign is that of the excess kurtosis \(m_4/m_2^2-3\). The result covers a single displacement coordinate with a finite symmetric distribution, such as that of an atom distributed at random over a few positions on a line through its lattice site, with opposite positions equally likely. A thermal displacement has a continuous density and is not covered as it stands.

## From the mean phase to the quartic coefficient

**The sine part cancels.** Let \(S=\sum_x p_x\sin(Gx)\). Relabelling \(x\to-x\) gives \(S=-S\), so \(S=0\) and \(F(G)=C(G)\), where \(C(G)=\sum_x p_x\cos(Gx)\).

**The cosine to fourth order.** The terms of \(e^{it}\) up to \(t^5\) have real part \(1-t^2/2+t^4/24\). For \(|t|\le1\) the remainder is at most \(\sum_{k\ge6}|t|^k/k!\le t^6\). Put \(t=Gx\), divide by \(G^4\), and the error is at most \(x^6G^2\), which vanishes with \(G\). Averaging, with \(\sum_x p_x=1\), gives

\[
A(G)=\frac{C(G)-1+G^2m_2/2}{G^4}\longrightarrow\frac{m_4}{24}.
\]

**The logarithm.** Let \(\delta=1-C(G)\). From the definition of \(A\),

\[
\frac{\delta}{G^2}=\frac{m_2}{2}-G^2A(G)\longrightarrow\frac{m_2}{2}.
\]

For \(|\delta|<1/2\) we have \(\ln C=-\delta-\delta^2/2+r\), with

\[
|r|\le\sum_{k\ge3}\frac{|\delta|^k}{k}\le\frac{|\delta|^3}{1-|\delta|}\le2|\delta|^3 .
\]

Since \(C\) is positive near \(G=0\), \(\ln|F|=\ln C\), and

\[
\frac{\ln|F|+G^2m_2/2}{G^4}=A(G)-\frac12\left(\frac{\delta}{G^2}\right)^2+\frac{r}{G^4}.
\]

The last term is bounded by \(2G^2(|\delta|/G^2)^3\to0\). The limit is therefore \(m_4/24-m_2^2/8=(m_4-3m_2^2)/24\).

**The sign.** If the limit is positive, the quotient is positive for all sufficiently small \(G\neq0\). Then \(\ln|F|>-G^2m_2/2\), and exponentiating shows that the harmonic factor is too small. If the limit is negative, it is too large. When \(m_4=3m_2^2\), this order does not decide.

**A lower bound.** Expanding the variance of \(u^2\) gives \(0\le\sum_x p_x(x^2-m_2)^2=m_4-m_2^2\). The limit is thus never below \(-m_2^2/12\).

## Displacements, moments and the factor in Lean

```lean
import Mathlib

open Filter Topology

namespace DebyeWallerKurtosis

noncomputable section

/-- A probability distribution on finitely many real displacements,
symmetric under reflection of the displacement. -/
structure SymmetricDisplacement where
  values : Finset ℝ
  prob : ℝ → ℝ
  nonneg : ∀ x ∈ values, 0 ≤ prob x
  total : ∑ x ∈ values, prob x = 1
  neg_mem : ∀ x ∈ values, -x ∈ values
  prob_neg : ∀ x ∈ values, prob (-x) = prob x
```

The finite set `values` holds the displacements and `prob` their weights; values of `prob` elsewhere are never used. The fields `nonneg` and `total` make the weights probabilities, while `neg_mem` and `prob_neg` express the reflection symmetry. That symmetry stands for a site at which \(u\) and \(-u\) are equally likely, such as a centre of inversion. Passing from this finite list to the continuous density of a thermal displacement is a further step that these hypotheses do not supply.

```lean
namespace SymmetricDisplacement

/-- The mean of a function of the displacement. -/
def mean (D : SymmetricDisplacement) (f : ℝ → ℝ) : ℝ :=
  ∑ x ∈ D.values, D.prob x * f x

/-- The `n`-th moment of the displacement. -/
def moment (D : SymmetricDisplacement) (n : ℕ) : ℝ := D.mean fun x => x ^ n

/-- The Debye-Waller factor: the mean of the phase factor `exp(iGu)`. -/
def factor (D : SymmetricDisplacement) (G : ℝ) : ℂ :=
  ∑ x ∈ D.values, (D.prob x : ℂ) * Complex.exp (((G * x : ℝ) : ℂ) * Complex.I)

end SymmetricDisplacement

open SymmetricDisplacement
```

`D.moment n` is \(m_n\), and `D.factor G` is \(F(G)\), defined as a complex mean phase and not as a cosine. The variable `G` is any real number, not only a reciprocal-lattice value.

## The mean cosine and its expansion

```lean
/-- For a symmetric distribution the Debye-Waller factor is real and equals the
mean of `cos(Gu)`. -/
theorem factor_eq_mean_cos (D : SymmetricDisplacement) (G : ℝ) :
    D.factor G = (D.mean (fun x => Real.cos (G * x)) : ℂ) := by
  -- opposite displacements cancel in the sine part
  have hodd : ∑ x ∈ D.values, D.prob x * Real.sin (G * x)
      = ∑ x ∈ D.values, -(D.prob x * Real.sin (G * x)) := by
    refine Finset.sum_nbij' (fun x => -x) (fun x => -x) D.neg_mem D.neg_mem
      (fun x _ => neg_neg x) (fun x _ => neg_neg x) ?_
    intro x hx
    simp [D.prob_neg x hx]
  have hsin : ∑ x ∈ D.values, D.prob x * Real.sin (G * x) = 0 := by
    rw [Finset.sum_neg_distrib] at hodd
    linarith
  have hsplit : D.factor G = (D.mean (fun x => Real.cos (G * x)) : ℂ)
      + ((∑ x ∈ D.values, D.prob x * Real.sin (G * x) : ℝ) : ℂ) * Complex.I := by
    unfold factor mean
    push_cast
    rw [Finset.sum_mul, ← Finset.sum_add_distrib]
    refine Finset.sum_congr rfl fun x _ => ?_
    rw [Complex.exp_mul_I]
    ring
  rw [hsplit, hsin, Complex.ofReal_zero, zero_mul, add_zero]
```

`Finset.sum_nbij'` performs the relabelling \(x\to-x\), which yields `hodd` and then \(S=0\) in `hsin`. The equality `hsplit` is Euler's formula summed over the displacements.

```lean
/-- For `|t| ≤ 1` the fourth-order expansion of the cosine errs by at most `t^6`. -/
theorem cos_quartic_bound (t : ℝ) (ht : |t| ≤ 1) :
    |Real.cos t - (1 - t ^ 2 / 2 + t ^ 4 / 24)| ≤ t ^ 6 := by
  have hn : ‖(t : ℂ) * Complex.I‖ = |t| := by simp
  have h := Complex.exp_bound (x := (t : ℂ) * Complex.I) (by rw [hn]; exact ht)
    (n := 6) (by norm_num)
  have I3 : Complex.I ^ 3 = -Complex.I := by rw [pow_succ, Complex.I_sq]; ring
  have I4 : Complex.I ^ 4 = 1 := Complex.I_pow_four
  have I5 : Complex.I ^ 5 = Complex.I := by rw [pow_succ, I4, one_mul]
  have hs : ∑ m ∈ Finset.range 6, ((t : ℂ) * Complex.I) ^ m / (m.factorial : ℂ)
      = ((1 - t ^ 2 / 2 + t ^ 4 / 24 : ℝ) : ℂ)
        + ((t - t ^ 3 / 6 + t ^ 5 / 120 : ℝ) : ℂ) * Complex.I := by
    simp only [Finset.sum_range_succ, Finset.sum_range_zero, mul_pow, Complex.I_sq,
      I3, I4, I5, Nat.factorial]
    push_cast
    ring
  rw [hs] at h
  -- the cosine is the real part of the exponential
  have h2 := (Complex.abs_re_le_norm _).trans h
  rw [Complex.sub_re, Complex.exp_ofReal_mul_I_re, Complex.add_re, Complex.ofReal_re,
    Complex.re_ofReal_mul, Complex.I_re, mul_zero, add_zero, hn,
    Even.pow_abs (by decide) t] at h2
  exact h2.trans (mul_le_of_le_one_right (by positivity) (by norm_num [Nat.factorial]))
```

`Complex.exp_bound` with `n := 6` bounds the remainder of the exponential at \(it\). The equality `hs` separates the partial sum into real and imaginary parts, and the real part of the error is no larger than its norm.

```lean
/-- After removal of its constant and quadratic parts, the mean of `cos(Gu)` divided
by `G^4` tends to `m4/24` as `G` tends to zero. -/
theorem mean_cos_quartic (D : SymmetricDisplacement) :
    Tendsto (fun G : ℝ => (D.mean (fun x => Real.cos (G * x)) - 1
      + G ^ 2 * D.moment 2 / 2) / G ^ 4) (𝓝[≠] 0) (𝓝 (D.moment 4 / 24)) := by
  have hterm : ∀ x : ℝ, Tendsto (fun G : ℝ =>
      (Real.cos (G * x) - 1 + (G * x) ^ 2 / 2) / G ^ 4) (𝓝[≠] 0) (𝓝 (x ^ 4 / 24)) := by
    intro x
    have hc : Continuous fun G : ℝ => |G * x| := (continuous_id.mul continuous_const).abs
    have hsmall : ∀ᶠ G in 𝓝 (0 : ℝ), |G * x| < 1 :=
      hc.continuousAt.eventually_lt continuousAt_const (by simp)
    have hg : Continuous fun G : ℝ => x ^ 6 * G ^ 2 := by fun_prop
    rw [tendsto_iff_norm_sub_tendsto_zero]
    refine squeeze_zero' (Eventually.of_forall fun _ => norm_nonneg _) ?_
      ((hg.tendsto' 0 0 (by simp)).mono_left nhdsWithin_le_nhds)
    filter_upwards [self_mem_nhdsWithin, nhdsWithin_le_nhds hsmall] with G hG hs
    have hG0 : G ≠ 0 := hG
    have hG4 : 0 < G ^ 4 := by positivity
    have e : (Real.cos (G * x) - 1 + (G * x) ^ 2 / 2) / G ^ 4 - x ^ 4 / 24
        = (Real.cos (G * x) - (1 - (G * x) ^ 2 / 2 + (G * x) ^ 4 / 24)) / G ^ 4 := by
      generalize Real.cos (G * x) = c
      field_simp
      ring
    rw [e, Real.norm_eq_abs, abs_div, abs_of_pos hG4, div_le_iff₀ hG4]
    exact (cos_quartic_bound (G * x) hs.le).trans_eq (by ring)
  -- average the limits over the distribution
  have h : Tendsto (fun G : ℝ => ∑ x ∈ D.values,
      D.prob x * ((Real.cos (G * x) - 1 + (G * x) ^ 2 / 2) / G ^ 4)) (𝓝[≠] 0)
      (𝓝 (∑ x ∈ D.values, D.prob x * (x ^ 4 / 24))) :=
    tendsto_finsetSum _ fun x _ => (hterm x).const_mul (D.prob x)
  have hlim : ∑ x ∈ D.values, D.prob x * (x ^ 4 / 24) = D.moment 4 / 24 := by
    unfold moment mean
    rw [Finset.sum_div]
    exact Finset.sum_congr rfl fun x _ => by ring
  rw [hlim] at h
  refine h.congr fun G => ?_
  have e : ∑ x ∈ D.values, D.prob x * ((Real.cos (G * x) - 1 + (G * x) ^ 2 / 2) / G ^ 4)
      = (∑ x ∈ D.values, D.prob x * Real.cos (G * x) - ∑ x ∈ D.values, D.prob x
        + G ^ 2 * (∑ x ∈ D.values, D.prob x * x ^ 2) / 2) / G ^ 4 := by
    rw [Finset.mul_sum, Finset.sum_div, ← Finset.sum_sub_distrib,
      ← Finset.sum_add_distrib, Finset.sum_div]
    exact Finset.sum_congr rfl fun x _ => by ring
  rw [D.total] at e
  exact e
```

This is the limit of \(A(G)\). For one displacement, `hterm` squeezes the error between zero and \(x^6G^2\). `tendsto_finsetSum` then adds the finitely many limits, and `D.total` turns the sum of the weights into the constant 1.

## The logarithm and the limit

```lean
/-- For `|1 - c| < 1/2` the second-order expansion of `ln c` about one has a cubic
error bound. -/
theorem log_quadratic_bound (c : ℝ) (h : |1 - c| < 1 / 2) :
    |Real.log c + (1 - c) + (1 - c) ^ 2 / 2| ≤ 2 * |1 - c| ^ 3 := by
  have h1 := Real.abs_log_sub_add_sum_range_le (by linarith : |1 - c| < 1) 2
  have e : ∑ i ∈ Finset.range 2, (1 - c) ^ (i + 1) / ((i : ℝ) + 1)
      + Real.log (1 - (1 - c)) = Real.log c + (1 - c) + (1 - c) ^ 2 / 2 := by
    simp only [Finset.sum_range_succ, Finset.sum_range_zero, sub_sub_cancel]
    push_cast
    ring
  rw [e] at h1
  refine h1.trans ?_
  rw [div_le_iff₀ (by linarith)]
  have hk : 0 ≤ |1 - c| ^ 3 * (1 - 2 * |1 - c|) :=
    mul_nonneg (pow_nonneg (abs_nonneg _) 3) (by linarith)
  calc |1 - c| ^ (2 + 1)
      = 2 * |1 - c| ^ 3 * (1 - |1 - c|) - |1 - c| ^ 3 * (1 - 2 * |1 - c|) := by ring
    _ ≤ 2 * |1 - c| ^ 3 * (1 - |1 - c|) := sub_le_self _ hk
```

With `c` for \(C\), this is the bound \(|r|\le2|\delta|^3\). Mathlib's estimate for the logarithm series supplies \(|\delta|^3/(1-|\delta|)\), and the condition \(|\delta|<1/2\) gives the factor 2.

```lean
/-- Near `G = 0` the mean of `cos(Gu)` differs from one by less than one half. -/
theorem mean_cos_near_one (D : SymmetricDisplacement) :
    ∀ᶠ G in 𝓝[≠] (0 : ℝ), |1 - D.mean (fun x => Real.cos (G * x))| < 1 / 2 := by
  have hc : Continuous fun G : ℝ => |1 - D.mean (fun x => Real.cos (G * x))| := by
    unfold mean
    fun_prop
  exact nhdsWithin_le_nhds (hc.continuousAt.eventually_lt continuousAt_const
    (by simp [mean, D.total]))
```

Continuity of the mean cosine, which equals 1 at \(G=0\), ensures that condition near zero.

```lean
/-- The fourth-order error of the harmonic Debye-Waller exponent: as `G` tends to zero,
`(ln|F(G)| + G^2 m2/2)/G^4` tends to `(m4 - 3 m2^2)/24` for a symmetric distribution. -/
theorem log_factor_tendsto (D : SymmetricDisplacement) :
    Tendsto (fun G : ℝ => (Real.log ‖D.factor G‖ + G ^ 2 * D.moment 2 / 2) / G ^ 4)
      (𝓝[≠] 0) (𝓝 ((D.moment 4 - 3 * D.moment 2 ^ 2) / 24)) := by
  simp only [factor_eq_mean_cos, Complex.norm_real, Real.norm_eq_abs, Real.log_abs]
  have hA := mean_cos_quartic D
  have hnear := mean_cos_near_one D
  generalize hC : (fun G : ℝ => D.mean (fun x => Real.cos (G * x))) = C
  have hCG : ∀ G : ℝ, D.mean (fun x => Real.cos (G * x)) = C G := fun G => congrFun hC G
  simp only [hCG] at hA hnear ⊢
  have hG2 : Tendsto (fun G : ℝ => G ^ 2) (𝓝[≠] 0) (𝓝 0) :=
    ((continuous_pow 2).tendsto' 0 0 (by simp)).mono_left nhdsWithin_le_nhds
  -- the quadratic coefficient follows from the quartic limit
  have hB : Tendsto (fun G : ℝ => (1 - C G) / G ^ 2) (𝓝[≠] 0) (𝓝 (D.moment 2 / 2)) := by
    have h := (tendsto_const_nhds (x := D.moment 2 / 2)).sub (hG2.mul hA)
    rw [zero_mul, sub_zero] at h
    refine h.congr' ?_
    filter_upwards [self_mem_nhdsWithin] with G hG
    have hG0 : G ≠ 0 := hG
    field_simp
    ring
  -- the logarithmic remainder is of sixth order
  have hR : Tendsto (fun G : ℝ => (Real.log (C G) + (1 - C G) + (1 - C G) ^ 2 / 2) / G ^ 4)
      (𝓝[≠] 0) (𝓝 0) := by
    have hz := (hG2.mul (hB.abs.pow 3)).const_mul 2
    rw [zero_mul, mul_zero] at hz
    refine squeeze_zero_norm' ?_ hz
    filter_upwards [self_mem_nhdsWithin, hnear] with G hG hs
    have hG0 : G ≠ 0 := hG
    have hG4 : 0 < G ^ 4 := by positivity
    rw [Real.norm_eq_abs, abs_div, abs_of_pos hG4, div_le_iff₀ hG4, abs_div,
      abs_of_pos (by positivity : 0 < G ^ 2)]
    refine (log_quadratic_bound (C G) hs).trans_eq ?_
    generalize |1 - C G| = v
    field_simp
  have h := (hA.sub ((hB.pow 2).div_const 2)).add hR
  have hlim : D.moment 4 / 24 - (D.moment 2 / 2) ^ 2 / 2 + 0
      = (D.moment 4 - 3 * D.moment 2 ^ 2) / 24 := by ring
  rw [hlim] at h
  exact h.congr fun G => by ring
```

The statement is the limit derived above, with `‖D.factor G‖` for \(|F(G)|\). The proof names the mean cosine `C`. Then `hA` is the limit of \(A\), `hB` that of \(\delta/G^2\), and `hR` shows that \(r/G^4\) vanishes. Their combination `h` has the required value by `hlim`.

## The side on which the harmonic factor errs

```lean
/-- For all sufficiently small nonzero `G`, the harmonic factor `exp(-G^2 m2/2)` is too
small if `m4 > 3 m2^2` and too large if `m4 < 3 m2^2`. -/
theorem harmonic_error_sign (D : SymmetricDisplacement) :
    (3 * D.moment 2 ^ 2 < D.moment 4 →
      ∀ᶠ G in 𝓝[≠] (0 : ℝ), Real.exp (-(G ^ 2 * D.moment 2 / 2)) < ‖D.factor G‖) ∧
    (D.moment 4 < 3 * D.moment 2 ^ 2 →
      ∀ᶠ G in 𝓝[≠] (0 : ℝ), ‖D.factor G‖ < Real.exp (-(G ^ 2 * D.moment 2 / 2))) := by
  have hpos : ∀ᶠ G in 𝓝[≠] (0 : ℝ), 0 < ‖D.factor G‖ := by
    filter_upwards [mean_cos_near_one D] with G hG
    rw [factor_eq_mean_cos, Complex.norm_real, Real.norm_eq_abs]
    exact abs_pos.2 (by linarith [(abs_lt.1 hG).2] :
      0 < D.mean (fun x => Real.cos (G * x))).ne'
  have hlim := tendsto_order.1 (log_factor_tendsto D)
  constructor
  · intro hk
    filter_upwards [self_mem_nhdsWithin, hpos, hlim.1 0 (by linarith)] with G hG hp hq
    have hG0 : G ≠ 0 := hG
    rw [lt_div_iff₀ (by positivity), zero_mul] at hq
    exact (Real.lt_log_iff_exp_lt hp).1 (by linarith)
  · intro hk
    filter_upwards [self_mem_nhdsWithin, hpos, hlim.2 0 (by linarith)] with G hG hp hq
    have hG0 : G ≠ 0 := hG
    rw [div_lt_iff₀ (by positivity), zero_mul] at hq
    exact (Real.log_lt_iff_lt_exp hp).1 (by linarith)
```

Each half of the statement turns a strict inequality between moments into a strict inequality between \(|F(G)|\) and the harmonic factor. It holds for all sufficiently small nonzero \(G\), with no explicit radius, so whether a given reciprocal-lattice vector is small enough has to be judged separately. In the proof, `hpos` gives \(|F|>0\), which allows the passage from logarithms to exponentials.

```lean
/-- The fourth moment of the displacement is at least the square of the second. -/
theorem sq_moment_two_le (D : SymmetricDisplacement) :
    D.moment 2 ^ 2 ≤ D.moment 4 := by
  -- the variance of the squared displacement is nonnegative
  have h : 0 ≤ ∑ x ∈ D.values, D.prob x * (x ^ 2 - D.moment 2) ^ 2 :=
    Finset.sum_nonneg fun x hx => mul_nonneg (D.nonneg x hx) (sq_nonneg _)
  have e : ∀ m : ℝ, ∑ x ∈ D.values, D.prob x * (x ^ 2 - m) ^ 2
      = D.moment 4 - 2 * m * D.moment 2 + m ^ 2 * ∑ x ∈ D.values, D.prob x := by
    intro m
    unfold moment mean
    rw [Finset.mul_sum, Finset.mul_sum, ← Finset.sum_sub_distrib,
      ← Finset.sum_add_distrib]
    exact Finset.sum_congr rfl fun x _ => by ring
  rw [e, D.total] at h
  nlinarith [h]

end

end DebyeWallerKurtosis
```

The sum in `h` is the variance of \(u^2\), and `e` expands the square. This is the one proof that uses the nonnegativity of the probabilities.

```lean
#print axioms DebyeWallerKurtosis.log_factor_tendsto
#print axioms DebyeWallerKurtosis.harmonic_error_sign
#print axioms DebyeWallerKurtosis.sq_moment_two_le
```

```
'DebyeWallerKurtosis.log_factor_tendsto' depends on axioms: [propext, Classical.choice, Quot.sound]
'DebyeWallerKurtosis.harmonic_error_sign' depends on axioms: [propext, Classical.choice, Quot.sound]
'DebyeWallerKurtosis.sq_moment_two_le' depends on axioms: [propext, Classical.choice, Quot.sound]
```

## Small nonzero G as a filter

The notation `𝓝[≠] 0` carries both the limit and the final inequalities. It denotes the filter of punctured neighbourhoods of zero: a set belongs to it when it contains every \(G\) with \(0<|G|<\varepsilon\) for some \(\varepsilon>0\). Accordingly, `∀ᶠ G in 𝓝[≠] (0 : ℝ)` reads "for all sufficiently small nonzero \(G\)".

Several such statements can be used together, because the smallest of finitely many radii serves for all of them. The tactic `filter_upwards` does this without naming a radius. In `harmonic_error_sign` it combines three facts: \(G\neq0\), \(|F(G)|>0\), and the sign of the quotient.

The third fact comes from `tendsto_order`, which restates convergence as order: any number below the limit is eventually below the function, and any number above the limit is eventually above it. Applied to the number 0, this converts the sign of \((m_4-3m_2^2)/24\) into the sign of the quotient, and multiplication by \(G^4>0\) gives the inequality for the logarithm.
